# The energy-sorted band |sin k| has hoppings of order 1/R² at even R, while sin k and −sin k have only nearest-neighbour hopping

## What counts as a band

Where two energy curves cross, the word "band" needs a definition. Here a band is a real function of the wave number $k$. Sorting by energy means taking the larger value at each $k$,
$$u(k)=\max(\sin k,-\sin k)=|\sin k|,$$
while following the bands through the crossings means keeping the smooth functions $\sin k$ and $-\sin k$.

With lattice constant one, the hopping of a band $E$ over $R$ cells, for integer $R$, is
$$t_E(R)=\frac1{2\pi}\int_0^{2\pi}E(k)\,e^{-ikR}\,dk .$$

## Where the labels come from in a calculation

A diagonaliser usually returns the eigenvalues at each $k$ in ascending order, so the band index is a rank. For the pair $\pm\sin k$, Fourier transforming the larger eigenvalue over a fine uniform mesh approximates $t_u(R)$. To follow a band instead, one can compare the cell-periodic parts of the Bloch states at neighbouring $k$ points and assign labels by largest overlap; in PAW and ultrasoft schemes these overlaps include augmentation terms. At a crossing the two states are degenerate and a diagonaliser may return any mixture of them, so a mesh point that falls there can be skipped and the states on either side compared.

If each band of the pair $\pm\sin k$ is Fourier transformed on its own, the labelling decides whether its hoppings have finite range. Wannier interpolation of a group of bands usually transforms a Hamiltonian matrix in a smooth gauge instead, and so does not require each band to be followed.

## The statement

For every integer $R$, `sorted_versus_followed` gives three values:

- $t_u(R)=-\dfrac{2}{\pi(R^2-1)}$ for even $R$, including $R=0$, and $0$ for odd $R$;
- $t_{\sin}(R)=-iR/2$ for $R=\pm1$, and $0$ otherwise;
- $t_{-\sin}(R)=iR/2$ for $R=\pm1$, and $0$ otherwise.

In Lean, `phase R k` is $e^{-ikR}$, `hopping E R` is $t_E(R)$ and `upperBand` is $u$. A second theorem, `sorted_hopping_tail`, states that $|t_u(R)|>2/(\pi R^2)$ at nonzero even $R$.

The model contains no Hamiltonian matrix, eigenvectors or Wannier functions. The followed bands are given as functions and not found by a tracking procedure, and a coupling that opens gaps at the crossings is absent.

## Derivation

The bands meet when $\sin k=-\sin k$, that is, at integer multiples of $\pi$.

Differentiating a product gives
$$\frac{d}{dk}\Big[e^{-ikR}(\cos k+iR\sin k)\Big]=(R^2-1)\sin k\,e^{-ikR},$$
because the terms $\mp iR\cos k$ cancel.

**Sorted band.** Since $u(k+\pi)=u(k)$, the second half of the zone contributes $e^{-i\pi R}=(-1)^R$ times the first:
$$t_u(R)=\frac{1+(-1)^R}{2\pi}\int_0^\pi u(k)\,e^{-ikR}\,dk .$$
This vanishes for odd $R$. For even $R$ the prefactor is $1/\pi$, and $u=\sin k$ on $[0,\pi]$. The primitive gives $(R^2-1)\int_0^\pi \sin k\,e^{-ikR}dk=-1-1=-2$, hence the stated value.

**Followed bands.** Over a full zone the boundary terms cancel, so the integral vanishes unless $R^2=1$. For $R=\pm1$, $e^{-ikR}=\cos k-iR\sin k$, and
$$\int_0^{2\pi}(\sin k\cos k-iR\sin^2k)\,dk=-iR\pi .$$
Dividing by $2\pi$ gives $-iR/2$. Reversing the sign of the band reverses its hoppings.

**Tail.** For nonzero even $R$, $R^2-1$ is positive and smaller than $R^2$, so $2/(\pi(R^2-1))>2/(\pi R^2)$.

## The Lean file

```lean
import Mathlib

open scoped Real

namespace BandCrossingHoppings

noncomputable section

/-- The Bloch phase `exp(-i k R)` for lattice separation `R` and wave number `k`. -/
def phase (R : ℤ) (k : ℝ) : ℂ := Complex.exp (-(Complex.I * (R : ℂ) * (k : ℂ)))

/-- The hopping of a band `E` over `R` cells: the Fourier coefficient of the band energy over one
Brillouin zone. -/
def hopping (E : ℝ → ℝ) (R : ℤ) : ℂ :=
  (1 / (2 * (π : ℂ))) * ∫ k in (0 : ℝ)..(2 * π), ((E k : ℝ) : ℂ) * phase R k

/-- The upper band obtained by sorting the energies `sin k` and `-sin k` at each `k`. -/
def upperBand (k : ℝ) : ℝ := max (Real.sin k) (-Real.sin k)

/-- The two bands cross exactly at the integer multiples of `π`. -/
theorem crossing_iff (k : ℝ) : Real.sin k = -Real.sin k ↔ ∃ n : ℤ, (n : ℝ) * π = k := by
  rw [← Real.sin_eq_zero_iff]
  constructor <;> intro h <;> linarith

/-- Bloch phases multiply when wave numbers are added. -/
theorem phase_add (R : ℤ) (x y : ℝ) : phase R (x + y) = phase R x * phase R y := by
  unfold phase
  rw [← Complex.exp_add]
  congr 1
  push_cast
  ring

/-- At `k = π` the Bloch phase is a sign that alternates with the separation `R`. -/
theorem phase_pi (R : ℤ) : phase R π = (-1 : ℂ) ^ (-R) := by
  unfold phase
  rw [show -(Complex.I * (R : ℂ) * (π : ℂ)) = ((-R : ℤ) : ℂ) * ((π : ℂ) * Complex.I) by
    push_cast; ring, Complex.exp_int_mul, Complex.exp_pi_mul_I]

/-- The Fourier integral of `sin k` between any two wave numbers, multiplied by `R² - 1`,
is a difference of boundary terms. -/
theorem sin_phase_integral (R : ℤ) (a b : ℝ) :
    ((R : ℂ) ^ 2 - 1) * ∫ k in a..b, ((Real.sin k : ℝ) : ℂ) * phase R k =
      phase R b * (((Real.cos b : ℝ) : ℂ) + Complex.I * R * ((Real.sin b : ℝ) : ℂ)) -
      phase R a * (((Real.cos a : ℝ) : ℂ) + Complex.I * R * ((Real.sin a : ℝ) : ℂ)) := by
  have hp : ∀ k : ℝ, HasDerivAt (phase R) (-(Complex.I * R) * phase R k) k := by
    intro k
    have h0 : HasDerivAt (fun x : ℝ => (x : ℂ)) 1 k :=
      (hasDerivAt_id k).ofReal_comp.congr_deriv Complex.ofReal_one
    refine ((h0.const_mul (Complex.I * (R : ℂ))).fun_neg.cexp).congr_deriv ?_
    unfold phase
    ring
  have hcont : Continuous (phase R) :=
    continuous_iff_continuousAt.2 fun k => (hp k).continuousAt
  -- the primitive of the integrand
  have hG : ∀ k : ℝ, HasDerivAt (fun k : ℝ => phase R k *
      (((Real.cos k : ℝ) : ℂ) + Complex.I * R * ((Real.sin k : ℝ) : ℂ)))
      (((R : ℂ) ^ 2 - 1) * (((Real.sin k : ℝ) : ℂ) * phase R k)) k := by
    intro k
    refine ((hp k).fun_mul ((Real.hasDerivAt_cos k).ofReal_comp.fun_add
      ((Real.hasDerivAt_sin k).ofReal_comp.const_mul (Complex.I * (R : ℂ))))).congr_deriv ?_
    rw [Complex.ofReal_neg]
    linear_combination (-(R : ℂ) ^ 2 * phase R k * ((Real.sin k : ℝ) : ℂ)) * Complex.I_sq
  rw [← intervalIntegral.integral_const_mul]
  exact intervalIntegral.integral_eq_sub_of_hasDerivAt (fun k _ => hG k)
    ((continuous_const.mul ((Complex.continuous_ofReal.comp Real.continuous_sin).mul
      hcont)).intervalIntegrable a b)

/-- For a continuous band `E` of period `π`, the hopping is the integral of `E k * phase R k` over
`[0, π]`, half the Brillouin zone, times `(1 + exp(-iπR)) / (2π)`. -/
theorem hopping_of_half_period (E : ℝ → ℝ) (hE : Continuous E)
    (hper : ∀ k, E (k + π) = E k) (R : ℤ) :
    hopping E R = (1 + phase R π) / (2 * (π : ℂ)) *
      ∫ k in (0 : ℝ)..π, ((E k : ℝ) : ℂ) * phase R k := by
  have hp : Continuous (phase R) := by
    change Continuous (fun k : ℝ => Complex.exp (-(Complex.I * (R : ℂ) * (k : ℂ))))
    fun_prop
  have hc : Continuous (fun k : ℝ => ((E k : ℝ) : ℂ) * phase R k) :=
    (Complex.continuous_ofReal.comp hE).mul hp
  -- the second half of the zone repeats the first up to a phase
  have hshift : ∫ k in π..(2 * π), ((E k : ℝ) : ℂ) * phase R k =
      phase R π * ∫ k in (0 : ℝ)..π, ((E k : ℝ) : ℂ) * phase R k := by
    have h := intervalIntegral.integral_comp_add_right (a := 0) (b := π)
      (fun k : ℝ => ((E k : ℝ) : ℂ) * phase R k) π
    simp only [zero_add] at h
    rw [← two_mul] at h
    rw [← intervalIntegral.integral_const_mul, ← h]
    refine intervalIntegral.integral_congr (fun k _ => ?_)
    simp only [hper, phase_add]
    ring
  unfold hopping
  rw [← intervalIntegral.integral_add_adjacent_intervals (hc.intervalIntegrable 0 π)
    (hc.intervalIntegrable π (2 * π)), hshift]
  ring

/-- The energy-sorted upper band has hopping `-2/(π(R² - 1))` at every even `R`, and no
hopping at odd `R`. -/
theorem hopping_upperBand (R : ℤ) :
    hopping upperBand R = if Even R then -2 / ((π : ℂ) * ((R : ℂ) ^ 2 - 1)) else 0 := by
  have hper : ∀ k, upperBand (k + π) = upperBand k := by
    intro k
    unfold upperBand
    rw [Real.sin_add_pi, neg_neg, max_comm]
  rw [hopping_of_half_period upperBand (Real.continuous_sin.max Real.continuous_sin.neg) hper]
  split_ifs with hR
  · have hp : phase R π = 1 := by rw [phase_pi, hR.neg.neg_one_zpow]
    have h0 : phase R 0 = 1 := by simp [phase]
    have hne : (R : ℂ) ^ 2 - 1 ≠ 0 := by
      intro h
      have h1 : R ^ 2 = 1 := by exact_mod_cast sub_eq_zero.mp h
      have h2 : (R - 1) * (R + 1) = 0 := by linear_combination h1
      obtain ⟨m, hm⟩ := hR
      rcases mul_eq_zero.mp h2 with h3 | h3 <;> omega
    have hpi : (π : ℂ) ≠ 0 := Complex.ofReal_ne_zero.mpr Real.pi_ne_zero
    -- on the first half of the zone the upper band is `sin k`
    have hint : ∫ k in (0 : ℝ)..π, ((upperBand k : ℝ) : ℂ) * phase R k =
        ∫ k in (0 : ℝ)..π, ((Real.sin k : ℝ) : ℂ) * phase R k := by
      refine intervalIntegral.integral_congr (fun k hk => ?_)
      rw [Set.uIcc_of_le Real.pi_pos.le] at hk
      have hs := Real.sin_nonneg_of_mem_Icc hk
      simp only [upperBand]
      rw [max_eq_left (by linarith)]
    have hs := sin_phase_integral R 0 π
    simp only [Real.cos_pi, Real.sin_pi, Real.cos_zero, Real.sin_zero, Complex.ofReal_neg,
      Complex.ofReal_one, Complex.ofReal_zero, hp, h0] at hs
    have hJ : ∫ k in (0 : ℝ)..π, ((Real.sin k : ℝ) : ℂ) * phase R k =
        -2 / ((R : ℂ) ^ 2 - 1) := by
      rw [eq_div_iff hne]
      linear_combination hs
    rw [hint, hJ, hp, div_mul_div_comm, div_eq_div_iff
      (mul_ne_zero (mul_ne_zero two_ne_zero hpi) hne) (mul_ne_zero hpi hne)]
    ring
  · rw [phase_pi, (Int.not_even_iff_odd.mp hR).neg.neg_one_zpow]
    simp

/-- The band `sin k`, followed through the crossings, has hopping `-iR/2` at `R = 1` and
`R = -1` and none at any other `R`. -/
theorem hopping_sin (R : ℤ) :
    hopping Real.sin R = if R = 1 ∨ R = -1 then -(Complex.I * R) / 2 else 0 := by
  have hpi : (π : ℂ) ≠ 0 := Complex.ofReal_ne_zero.mpr Real.pi_ne_zero
  split_ifs with hR
  · have hph : ∀ k : ℝ, phase R k =
        ((Real.cos k : ℝ) : ℂ) - Complex.I * R * ((Real.sin k : ℝ) : ℂ) := by
      intro k
      unfold phase
      rcases hR with rfl | rfl
      · rw [show -(Complex.I * ((1 : ℤ) : ℂ) * (k : ℂ)) = (-(k : ℂ)) * Complex.I by
          push_cast; ring, Complex.exp_mul_I, Complex.cos_neg, Complex.sin_neg]
        push_cast
        ring
      · rw [show -(Complex.I * ((-1 : ℤ) : ℂ) * (k : ℂ)) = (k : ℂ) * Complex.I by
          push_cast; ring, Complex.exp_mul_I]
        push_cast
        ring
    -- the resonant integrand has a primitive that grows linearly in `k`
    have hK : ∀ k : ℝ, HasDerivAt (fun k : ℝ =>
        (1 / 2 : ℂ) * (((Real.sin k : ℝ) : ℂ) * ((Real.sin k : ℝ) : ℂ)) -
        (Complex.I * R / 2) * ((k : ℂ) - ((Real.sin k : ℝ) : ℂ) * ((Real.cos k : ℝ) : ℂ)))
        (((Real.sin k : ℝ) : ℂ) *
          (((Real.cos k : ℝ) : ℂ) - Complex.I * R * ((Real.sin k : ℝ) : ℂ))) k := by
      intro k
      have h0 : HasDerivAt (fun x : ℝ => (x : ℂ)) 1 k :=
        (hasDerivAt_id k).ofReal_comp.congr_deriv Complex.ofReal_one
      have hs := (Real.hasDerivAt_sin k).ofReal_comp
      have hc := (Real.hasDerivAt_cos k).ofReal_comp
      have hsc : ((Real.sin k : ℝ) : ℂ) ^ 2 + ((Real.cos k : ℝ) : ℂ) ^ 2 = 1 := by
        exact_mod_cast Real.sin_sq_add_cos_sq k
      refine (((hs.fun_mul hs).const_mul (1 / 2 : ℂ)).fun_sub
        ((h0.fun_sub (hs.fun_mul hc)).const_mul (Complex.I * (R : ℂ) / 2))).congr_deriv ?_
      rw [Complex.ofReal_neg]
      linear_combination (Complex.I * (R : ℂ) / 2) * hsc
    unfold hopping
    simp only [hph]
    rw [intervalIntegral.integral_eq_sub_of_hasDerivAt (fun k _ => hK k)
      (Continuous.intervalIntegrable (by fun_prop) _ _)]
    simp only [Real.sin_two_pi, Real.sin_zero, Complex.ofReal_zero, Complex.ofReal_mul,
      Complex.ofReal_ofNat]
    field_simp
    ring
  · have hne : (R : ℂ) ^ 2 - 1 ≠ 0 := by
      intro h
      have h1 : R ^ 2 = 1 := by exact_mod_cast sub_eq_zero.mp h
      have h2 : (R - 1) * (R + 1) = 0 := by linear_combination h1
      rcases mul_eq_zero.mp h2 with h3 | h3 <;> omega
    have h0 : phase R 0 = 1 := by simp [phase]
    have h2 : phase R (2 * π) = 1 := by
      rw [two_mul, phase_add, phase_pi, ← mul_zpow]
      simp
    -- the boundary terms cancel over a full zone
    have hs := sin_phase_integral R 0 (2 * π)
    rw [h0, h2, Real.cos_two_pi, Real.sin_two_pi, Real.cos_zero, Real.sin_zero, sub_self] at hs
    unfold hopping
    rw [(mul_eq_zero.mp hs).resolve_left hne, mul_zero]

/-- Sorting by energy gives the upper band hoppings `-2/(π(R² - 1))` at all even `R` and zero
at odd `R`, whereas each of the followed bands `sin k` and `-sin k` has only
nearest-neighbour hopping. -/
theorem sorted_versus_followed (R : ℤ) :
    (hopping upperBand R = if Even R then -2 / ((π : ℂ) * ((R : ℂ) ^ 2 - 1)) else 0) ∧
    (hopping Real.sin R = if R = 1 ∨ R = -1 then -(Complex.I * R) / 2 else 0) ∧
    (hopping (fun k => -Real.sin k) R =
      if R = 1 ∨ R = -1 then Complex.I * R / 2 else 0) := by
  refine ⟨hopping_upperBand R, hopping_sin R, ?_⟩
  -- reversing the sign of a band reverses its hoppings
  have hneg : hopping (fun k => -Real.sin k) R = -hopping Real.sin R := by
    unfold hopping
    simp only [Complex.ofReal_neg, neg_mul, intervalIntegral.integral_neg, mul_neg]
  rw [hneg, hopping_sin]
  split_ifs <;> ring

/-- At every nonzero even separation the hopping of the sorted upper band exceeds
`2/(πR²)` in magnitude. -/
theorem sorted_hopping_tail (R : ℤ) (hR : Even R) (h0 : R ≠ 0) :
    2 / (π * (R : ℝ) ^ 2) < ‖hopping upperBand R‖ := by
  have h4 : (4 : ℤ) ≤ R ^ 2 := by
    obtain ⟨m, rfl⟩ := hR
    have hm : m ≠ 0 := by omega
    have hm2 : 0 < m ^ 2 := by positivity
    nlinarith
  have h4' : (4 : ℝ) ≤ (R : ℝ) ^ 2 := by exact_mod_cast h4
  have hpos : 0 < π * ((R : ℝ) ^ 2 - 1) := mul_pos Real.pi_pos (by linarith)
  have hpos' : 0 < π * (R : ℝ) ^ 2 := mul_pos Real.pi_pos (by linarith)
  have hval : hopping upperBand R = ((-(2 / (π * ((R : ℝ) ^ 2 - 1))) : ℝ) : ℂ) := by
    rw [hopping_upperBand, if_pos hR]
    push_cast
    ring
  rw [hval, Complex.norm_real, norm_neg, Real.norm_of_nonneg (div_pos two_pos hpos).le,
    div_lt_div_iff₀ hpos' hpos]
  nlinarith [Real.pi_pos]

end

end BandCrossingHoppings
```

```lean
#print axioms BandCrossingHoppings.crossing_iff
#print axioms BandCrossingHoppings.sorted_versus_followed
#print axioms BandCrossingHoppings.sorted_hopping_tail
```

```
'BandCrossingHoppings.crossing_iff' depends on axioms: [propext, Classical.choice, Quot.sound]
'BandCrossingHoppings.sorted_versus_followed' depends on axioms: [propext, Classical.choice, Quot.sound]
'BandCrossingHoppings.sorted_hopping_tail' depends on axioms: [propext, Classical.choice, Quot.sound]
```

## From the derivation to the proof

`crossing_iff` locates the crossings. `phase_add` and `phase_pi` supply the multiplication rule and the sign at $k=\pi$.

`sin_phase_integral` differentiates the primitive in `hG`, where `linear_combination` uses $i^2=-1$, and then applies the fundamental theorem of calculus. Keeping the factor $R^2-1$ on the left avoids division, so the identity also holds at $R=\pm1$.

`hopping_of_half_period` treats any continuous band of period $\pi$; its step `hshift` is the substitution $k\to k+\pi$.

`hopping_upperBand` splits on the parity of $R$. In the even case `hne` shows $R^2\neq1$, `hint` replaces $u$ by $\sin k$, and `hJ` solves for the integral. In the odd case the prefactor is zero.

`hopping_sin` uses an explicit primitive for $R=\pm1$, whose term linear in $k$ produces the nonzero result. For other $R$, the product of $R^2-1$ and the integral is zero, so the integral is zero.

`sorted_versus_followed` adds the sign reversal through `hneg`. `sorted_hopping_tail` obtains $R^2\ge4$ from parity and $R\neq0$, writes the hopping as a real number, and compares the two fractions by cross-multiplication.
